# With occupation-averaged Fock energies, an orbital-specific IPEA shift turns $f_u-f_t$ into $I_t-A_u$

When a bond is stretched, its active orbitals approach single occupation. In CASPT2 an active orbital's diagonal Fock energy then lies between minus its ionisation energy and minus its electron affinity, and denominators built from such energies can come out too small. The IPEA shift is meant to correct this. For an active orbital $p$ with occupation $D_p\in[0,2]$, ionisation energy $I_p$ and electron affinity $A_p\le I_p$, I take

$$f_p=-\tfrac12\bigl(D_pI_p+(2-D_p)A_p\bigr).$$

For an electron moved from $t$ to $u$, I am told that adding $\tfrac12D_u(I_u-A_u)+\tfrac12(2-D_t)(I_t-A_t)$ to $f_u-f_t$ never lowers it and gives exactly $I_t-A_u$. Can this be made rigorous and machine-checked, preferably for several electrons at once?

## The shift undoes the averaging in each orbital

Yes. Treat removal and attachment separately. Removing an electron from $p$ contributes $-f_p$ to the denominator, and its part of the shift is $r_p=\tfrac12(2-D_p)(I_p-A_p)$. The terms in $A_p$ cancel:

$$r_p-f_p=\tfrac12\bigl[(2-D_p)I_p-(2-D_p)A_p+D_pI_p+(2-D_p)A_p\bigr]=I_p.$$

Attaching an electron contributes $f_p$, with the shift $a_p=\tfrac12D_p(I_p-A_p)$. Now the terms in $I_p$ cancel:

$$f_p+a_p=\tfrac12\bigl[-D_pI_p-(2-D_p)A_p+D_pI_p-D_pA_p\bigr]=-A_p.$$

Adding the first identity for $t$ to the second for $u$ gives $f_u-f_t+a_u+r_t=I_t-A_u$. Since $D_p$, $2-D_p$ and $I_p-A_p$ are all nonnegative, so are $a_p$ and $r_p$, and the denominator cannot fall.

For electrons removed from orbitals $t_i$ and added to orbitals $u_j$, write

$$\Delta=\sum_jf_{u_j}-\sum_if_{t_i},\qquad S=\sum_ja_{u_j}+\sum_ir_{t_i}.$$

Summing the identities gives $\Delta+S=\sum_iI_{t_i}-\sum_jA_{u_j}$, and $S\ge0$. Four consequences follow.

- A sum of nonnegative terms is zero only if every term is. So $S=0$ exactly when each $u_j$ has $D=0$ or $I=A$, and each $t_i$ has $D=2$ or $I=A$.
- Replace every gap $I-A$ in $S$ by one number $\varepsilon$, with $0\le\varepsilon\le I-A$ for all orbitals involved. Each term stays nonnegative and does not exceed the original one, so the new denominator lies between $\Delta$ and $\Delta+S$.
- If $\Delta>0$, then $\Delta+S\ge\Delta>0$. Hence $V^2/(\Delta+S)\le V^2/\Delta$ for a real coupling $V$, and $-V^2/(\Delta+S)$ is no more negative than $-V^2/\Delta$.
- If $t$ and $u$ have identical data, then $f_u-f_t=0$, while the shifted denominator is $I-A$.

## What the Lean statements say about orbitals

An `ActiveOrbital` is three real numbers: `occ` for $D$, `ip` for $I$ and `ea` for $A$. `Admissible` collects the conditions $0\le D\le2$ and $A\le I$. The last says that removing an electron costs at least as much energy as attaching one releases; for an isolated, singly occupied orbital of fixed shape, the difference is the repulsion between two electrons sharing it.

The definition `fock` postulates the weighted average; it is not derived from a Fock matrix. It gives $-I$ for a doubly occupied orbital and $-A$ for an empty one, so inactive and virtual orbitals fit the same description and need no shift in the direction in which they are excited.

The families `t : α → ActiveOrbital` and `u : β → ActiveOrbital` have finite index types. `bareGap` is $\Delta$, `totalShift` is $S$, and `uniformShift` is the version with a common $\varepsilon$. The families may be empty, repeat an orbital or differ in size. The values of $I$ and $A$ do not respond to other electrons being moved, so $I_t-A_u$ contains no interaction between the electron and the hole it leaves.

`ipea_shift` is the general result, and `ipea_shift_single` is your claim with the shift written out. All the theorems except `shifted_fock` and `equivalent_orbitals` assume that every orbital involved is admissible, even where the comment above them does not repeat it. In `second_order_energy_le`, $V$ is the coupling to one normalised perturber state and is held fixed.

```lean
import Mathlib

open Finset

namespace IPEAShift

noncomputable section

/-- An active orbital with its occupation number, ionisation energy and electron affinity. -/
structure ActiveOrbital where
  /-- occupation number `D` -/
  occ : ℝ
  /-- ionisation energy `I` -/
  ip : ℝ
  /-- electron affinity `A` -/
  ea : ℝ

/-- The occupation lies between 0 and 2, and the ionisation energy is at least the affinity. -/
structure ActiveOrbital.Admissible (p : ActiveOrbital) : Prop where
  occ_nonneg : 0 ≤ p.occ
  occ_le_two : p.occ ≤ 2
  ea_le_ip : p.ea ≤ p.ip

/-- Generalised Fock energy: minus the occupation-weighted average of `I` and `A`. -/
def fock (p : ActiveOrbital) : ℝ := -(p.occ * p.ip + (2 - p.occ) * p.ea) / 2

/-- Shift for attaching an electron to an active orbital, `D (I - A) / 2`. -/
def attachShift (p : ActiveOrbital) : ℝ := p.occ * (p.ip - p.ea) / 2

/-- Shift for removing an electron from an active orbital, `(2 - D) (I - A) / 2`. -/
def removeShift (p : ActiveOrbital) : ℝ := (2 - p.occ) * (p.ip - p.ea) / 2

variable {α β : Type*} [Fintype α] [Fintype β]

/-- Bare denominator for removing electrons from the orbitals `t` and adding them to `u`. -/
def bareGap (t : α → ActiveOrbital) (u : β → ActiveOrbital) : ℝ :=
  ∑ j, fock (u j) - ∑ i, fock (t i)

/-- Total shift for removing electrons from the orbitals `t` and adding them to `u`. -/
def totalShift (t : α → ActiveOrbital) (u : β → ActiveOrbital) : ℝ :=
  ∑ j, attachShift (u j) + ∑ i, removeShift (t i)

/-- The total shift with every gap `I - A` replaced by one common parameter `ε`. -/
def uniformShift (ε : ℝ) (t : α → ActiveOrbital) (u : β → ActiveOrbital) : ℝ :=
  ∑ j, (u j).occ * ε / 2 + ∑ i, (2 - (t i).occ) * ε / 2

/-- The removal shift turns minus the Fock energy into the ionisation energy, and the
attachment shift turns the Fock energy into minus the electron affinity. -/
theorem shifted_fock (p : ActiveOrbital) :
    removeShift p - fock p = p.ip ∧ fock p + attachShift p = -p.ea := by
  unfold removeShift attachShift fock
  constructor <;> ring

/-- Both one-orbital shifts are nonnegative for an admissible orbital. -/
theorem shifts_nonneg {p : ActiveOrbital} (hp : p.Admissible) :
    0 ≤ attachShift p ∧ 0 ≤ removeShift p := by
  have h1 := mul_nonneg hp.occ_nonneg (sub_nonneg.mpr hp.ea_le_ip)
  have h2 := mul_nonneg (sub_nonneg.mpr hp.occ_le_two) (sub_nonneg.mpr hp.ea_le_ip)
  unfold attachShift removeShift
  constructor <;> linarith

/-- For any number of removed and added electrons, the shift never lowers the denominator and
makes it the sum of the ionisation energies minus the sum of the electron affinities. -/
theorem ipea_shift (t : α → ActiveOrbital) (u : β → ActiveOrbital)
    (ht : ∀ i, (t i).Admissible) (hu : ∀ j, (u j).Admissible) :
    bareGap t u ≤ bareGap t u + totalShift t u ∧
      bareGap t u + totalShift t u = ∑ i, (t i).ip - ∑ j, (u j).ea := by
  constructor
  · have h1 : 0 ≤ ∑ j, attachShift (u j) :=
      Finset.sum_nonneg fun j _ => (shifts_nonneg (hu j)).1
    have h2 : 0 ≤ ∑ i, removeShift (t i) :=
      Finset.sum_nonneg fun i _ => (shifts_nonneg (ht i)).2
    unfold totalShift
    linarith
  · -- sum the one-orbital identities over both families
    have h1 : ∑ i, removeShift (t i) - ∑ i, fock (t i) = ∑ i, (t i).ip := by
      rw [← Finset.sum_sub_distrib]
      exact Finset.sum_congr rfl fun i _ => (shifted_fock (t i)).1
    have h2 : ∑ j, fock (u j) + ∑ j, attachShift (u j) = -∑ j, (u j).ea := by
      rw [← Finset.sum_add_distrib, ← Finset.sum_neg_distrib]
      exact Finset.sum_congr rfl fun j _ => (shifted_fock (u j)).2
    unfold bareGap totalShift
    linarith

/-- For one electron moved from `t` to `u`, the shift never lowers `f_u - f_t` and
makes it `I_t - A_u`. -/
theorem ipea_shift_single {t u : ActiveOrbital} (ht : t.Admissible) (hu : u.Admissible) :
    fock u - fock t ≤ fock u - fock t
        + (u.occ * (u.ip - u.ea) / 2 + (2 - t.occ) * (t.ip - t.ea) / 2) ∧
      fock u - fock t + (u.occ * (u.ip - u.ea) / 2 + (2 - t.occ) * (t.ip - t.ea) / 2)
        = t.ip - u.ea := by
  have h := ipea_shift (fun _ : Unit => t) (fun _ : Unit => u) (fun _ => ht) (fun _ => hu)
  simpa [bareGap, totalShift, attachShift, removeShift] using h

/-- The total shift vanishes exactly when each orbital receiving an electron is empty or has
`I = A`, and each orbital losing one is doubly occupied or has `I = A`. -/
theorem totalShift_eq_zero_iff (t : α → ActiveOrbital) (u : β → ActiveOrbital)
    (ht : ∀ i, (t i).Admissible) (hu : ∀ j, (u j).Admissible) :
    totalShift t u = 0 ↔
      (∀ j, (u j).occ = 0 ∨ (u j).ip = (u j).ea) ∧
      (∀ i, (t i).occ = 2 ∨ (t i).ip = (t i).ea) := by
  have ha : ∀ p : ActiveOrbital, attachShift p = 0 ↔ p.occ = 0 ∨ p.ip = p.ea := by
    intro p
    rw [← sub_eq_zero (a := p.ip), ← mul_eq_zero]
    unfold attachShift
    constructor <;> intro h <;> linarith
  have hr : ∀ p : ActiveOrbital, removeShift p = 0 ↔ p.occ = 2 ∨ p.ip = p.ea := by
    intro p
    rw [eq_comm (a := p.occ), ← sub_eq_zero (a := (2 : ℝ)), ← sub_eq_zero (a := p.ip),
      ← mul_eq_zero]
    unfold removeShift
    constructor <;> intro h <;> linarith
  have h1 : ∀ j ∈ Finset.univ, 0 ≤ attachShift (u j) := fun j _ => (shifts_nonneg (hu j)).1
  have h2 : ∀ i ∈ Finset.univ, 0 ≤ removeShift (t i) := fun i _ => (shifts_nonneg (ht i)).2
  -- a sum of nonnegative shifts vanishes only term by term
  unfold totalShift
  rw [add_eq_zero_iff_of_nonneg (Finset.sum_nonneg h1) (Finset.sum_nonneg h2),
    Finset.sum_eq_zero_iff_of_nonneg h1, Finset.sum_eq_zero_iff_of_nonneg h2]
  simp only [Finset.mem_univ, true_implies, ha, hr]

/-- A common parameter `ε` between zero and every gap `I - A` gives a denominator between the
bare one and the sum of ionisation energies minus the sum of affinities. -/
theorem uniformShift_between (t : α → ActiveOrbital) (u : β → ActiveOrbital) {ε : ℝ}
    (ht : ∀ i, (t i).Admissible) (hu : ∀ j, (u j).Admissible) (hε : 0 ≤ ε)
    (hεt : ∀ i, ε ≤ (t i).ip - (t i).ea) (hεu : ∀ j, ε ≤ (u j).ip - (u j).ea) :
    bareGap t u ≤ bareGap t u + uniformShift ε t u ∧
      bareGap t u + uniformShift ε t u ≤ ∑ i, (t i).ip - ∑ j, (u j).ea := by
  constructor
  · have h1 : 0 ≤ ∑ j, (u j).occ * ε / 2 := Finset.sum_nonneg fun j _ => by
      have := mul_nonneg (hu j).occ_nonneg hε
      linarith
    have h2 : 0 ≤ ∑ i, (2 - (t i).occ) * ε / 2 := Finset.sum_nonneg fun i _ => by
      have := mul_nonneg (sub_nonneg.mpr (ht i).occ_le_two) hε
      linarith
    unfold uniformShift
    linarith
  · rw [← (ipea_shift t u ht hu).2]
    have h1 : ∑ j, (u j).occ * ε / 2 ≤ ∑ j, attachShift (u j) :=
      Finset.sum_le_sum fun j _ => by
        have := mul_le_mul_of_nonneg_left (hεu j) (hu j).occ_nonneg
        unfold attachShift
        linarith
    have h2 : ∑ i, (2 - (t i).occ) * ε / 2 ≤ ∑ i, removeShift (t i) :=
      Finset.sum_le_sum fun i _ => by
        have := mul_le_mul_of_nonneg_left (hεt i) (sub_nonneg.mpr (ht i).occ_le_two)
        unfold removeShift
        linarith
    unfold uniformShift totalShift
    linarith

/-- For a positive bare denominator, the shift never makes the second-order energy
`-V² / Δ` more negative. -/
theorem second_order_energy_le (t : α → ActiveOrbital) (u : β → ActiveOrbital) (V : ℝ)
    (ht : ∀ i, (t i).Admissible) (hu : ∀ j, (u j).Admissible) (hpos : 0 < bareGap t u) :
    -(V ^ 2 / bareGap t u) ≤ -(V ^ 2 / (bareGap t u + totalShift t u)) := by
  have h := (ipea_shift t u ht hu).1
  apply neg_le_neg
  gcongr

/-- When the orbitals losing and receiving the electron have identical data, the bare
denominator is zero and the shifted one is `I - A`. -/
theorem equivalent_orbitals (p : ActiveOrbital) :
    bareGap (fun _ : Unit => p) (fun _ : Unit => p) = 0 ∧
      bareGap (fun _ : Unit => p) (fun _ : Unit => p)
        + totalShift (fun _ : Unit => p) (fun _ : Unit => p) = p.ip - p.ea := by
  have h := shifted_fock p
  constructor
  · simp [bareGap]
  · simp only [bareGap, totalShift, Finset.univ_unique, Finset.sum_singleton]
    linarith [h.1, h.2]

end

end IPEAShift
```

```lean
#print axioms IPEAShift.shifted_fock
-- 'IPEAShift.shifted_fock' depends on axioms: [propext, Classical.choice, Quot.sound]
#print axioms IPEAShift.ipea_shift_single
-- 'IPEAShift.ipea_shift_single' depends on axioms: [propext, Classical.choice, Quot.sound]
#print axioms IPEAShift.second_order_energy_le
-- 'IPEAShift.second_order_energy_le' depends on axioms: [propext, Classical.choice, Quot.sound]
#print axioms IPEAShift.equivalent_orbitals
-- 'IPEAShift.equivalent_orbitals' depends on axioms: [propext, Classical.choice, Quot.sound]
```

## How the proof follows the algebra

`shifted_fock` contains the two cancellations, which `ring` verifies after the definitions are unfolded. `shifts_nonneg` multiplies nonnegative factors with `mul_nonneg`, and `linarith` supplies the division by two.

In `ipea_shift`, the inequality comes from `Finset.sum_nonneg`. For the equality, the sums over each family are merged into one, `Finset.sum_congr` applies the one-orbital identity to each term, and `linarith` adds the two results. The single excitation is the case in which both index types are `Unit`, which has one element.

`totalShift_eq_zero_iff` first finds when each one-orbital shift vanishes, using that a product is zero exactly when a factor is. It then splits the total, first into its two sums and then into their terms. `uniformShift_between` rewrites the upper bound as the fully shifted denominator and compares term by term with `Finset.sum_le_sum`. In `second_order_energy_le`, `neg_le_neg` reverses the inequality and `gcongr` compares the fractions, using the positive bare denominator. `equivalent_orbitals` adds the two identities for the same orbital.

## What this means for CASPT2 denominators

In this model of independent orbital energies, the shift repairs denominators that averaging has made too small. A move between two active orbitals stays within the complete active space, so it gives no CASPT2 denominator by itself, but it can be part of one in which another electron leaves an inactive orbital or enters a virtual one. If the two active orbitals are equivalent, that part is zero without the shift and $I-A$ with it. The usual IPEA parameter is a single $\varepsilon$, so within this model the relevant statement for it is the two-sided bound, provided that $\varepsilon$ does not exceed any of the gaps. In an actual calculation the zeroth-order Hamiltonian is generally not diagonal in the active excitations, and the bound is then only a guide.

The shift is not a general cure for intruder states, because raising a negative denominator can bring it to zero. Take an active orbital $t$ with $D_t=1$ and a virtual orbital $u$ with $D_u=0$ that lies below it, as can happen when the reference is an excited state. With $(I_t,A_t)=(1,-1)$ and $(I_u,A_u)=(3,1)$ in any energy unit, the bare value is $-1$, the shift is $1$ and the result is $0$.
